# With equal hopping strengths on a ring, the bond phases enter the one-electron energies only through their sum

An electron on a triangle with hopping amplitudes $-te^{i\theta_0}$, $-te^{i\theta_1}$, $-te^{i\theta_2}$ around the ring, and their conjugates backwards, has the secular determinant $z^3-3t^2z+2t^3\cos\Phi$ at trial energy $z$, where $\Phi=\theta_0+\theta_1+\theta_2$: a hop out and back cancels its phase, and only the closed circuit keeps one. The Lean file below finds the energies for a ring of $N$ sites, where again only the total phase matters.

```lean
import Mathlib

open Matrix

namespace FluxRingSpectrum

noncomputable section

variable {N : ℕ} [NeZero N]

/-- The hopping matrix of one electron on a ring of `N` sites: amplitude `-t exp(i θ_j)` on the bond
`(j, j+1)` and the conjugate amplitude on the reversed bond. Amplitudes that fall on the same matrix
entry, as happens for `N ≤ 2`, add. -/
def hopping (t : ℝ) (θ : Fin N → ℝ) : Matrix (Fin N) (Fin N) ℂ :=
  Matrix.of fun i j => -(t : ℂ) *
    ((if j = i + 1 then Complex.exp (θ i * Complex.I) else 0) +
     (if i = j + 1 then Complex.exp (-(θ j * Complex.I)) else 0))

/-- The total phase `Φ` collected around the ring. -/
def flux (θ : Fin N → ℝ) : ℝ := ∑ j, θ j

/-- The phase collected on the way from site `0` to site `j`. -/
def pathPhase (θ : Fin N → ℝ) (j : Fin N) : ℝ := ∑ l ∈ Finset.Iio j, θ l

/-- The wave number `(2πm + Φ)/N` shifted by the flux, for a ring with at least one site. -/
def momentum (θ : Fin N → ℝ) (m : Fin N) : ℝ :=
  (2 * Real.pi * ((m : ℕ) : ℝ) + flux θ) / (N : ℝ)

/-- The energy `-2t cos((2πm + Φ)/N)`. -/
def energy (t : ℝ) (θ : Fin N → ℝ) (m : Fin N) : ℝ := -2 * t * Real.cos (momentum θ m)

/-- The Bloch wave with wave number `(2πm + Φ)/N`, dressed by the phase collected along the
path from site `0`. -/
def blochState (θ : Fin N → ℝ) (m j : Fin N) : ℂ :=
  Complex.exp (((momentum θ m * ((j : ℕ) : ℝ) - pathPhase θ j : ℝ) : ℂ) * Complex.I)

/-- On a ring of at least three sites the matrix element on the bond `(j, j+1)` is
`-t exp(i θ_j)`. -/
theorem hopping_bond (hN : 3 ≤ N) (t : ℝ) (θ : Fin N → ℝ) (j : Fin N) :
    hopping t θ j (j + 1) = -(t : ℂ) * Complex.exp (θ j * Complex.I) := by
  -- two steps forward do not lead back to the same site
  have hne : ¬ j = j + 1 + 1 := by
    intro h
    have h1 : j + (1 + 1) = j + 0 := by
      rw [add_zero, ← add_assoc]
      exact h.symm
    have h3 := congrArg Fin.val (add_left_cancel h1)
    change (1 % N + 1 % N) % N = 0 % N at h3
    rw [Nat.mod_eq_of_lt (by omega : 1 < N), Nat.mod_eq_of_lt (by omega : 1 + 1 < N),
      Nat.zero_mod] at h3
    omega
  rw [hopping, Matrix.of_apply, if_pos rfl, if_neg hne, add_zero]

/-- The hopping matrix is Hermitian. -/
theorem hopping_isHermitian (t : ℝ) (θ : Fin N → ℝ) : (hopping t θ).IsHermitian := by
  have hs : ∀ r : ℝ, star (Complex.exp (r * Complex.I)) = Complex.exp (-(r * Complex.I)) := by
    intro r
    rw [Complex.star_def, ← Complex.exp_conj]
    simp
  have hs' : ∀ r : ℝ, star (Complex.exp (-(r * Complex.I))) = Complex.exp (r * Complex.I) := by
    intro r
    rw [← hs, star_star]
  have ht : star (t : ℂ) = t := Complex.conj_ofReal t
  ext i j
  simp only [Matrix.conjTranspose_apply, hopping, Matrix.of_apply, star_mul', star_add, star_neg,
    apply_ite (star : ℂ → ℂ), star_zero, hs, hs', ht]
  ring

/-- At site `i` the hopping matrix applied to `ψ` gives a forward term from site `i + 1` and a
backward term from site `i - 1`, both taken cyclically. -/
theorem hopping_mulVec (t : ℝ) (θ : Fin N → ℝ) (ψ : Fin N → ℂ) (i : Fin N) :
    (hopping t θ *ᵥ ψ) i = -(t : ℂ) * (Complex.exp (θ i * Complex.I) * ψ (i + 1) +
      Complex.exp (-(θ (i - 1) * Complex.I)) * ψ (i - 1)) := by
  have h : ∀ j, i = j + 1 ↔ j = i - 1 := fun j => by
    rw [eq_sub_iff_add_eq]
    exact eq_comm
  simp only [Matrix.mulVec, dotProduct, hopping, Matrix.of_apply, h, mul_add, add_mul,
    Finset.sum_add_distrib, mul_ite, ite_mul, mul_zero, zero_mul, Finset.sum_ite_eq',
    Finset.mem_univ, if_true]
  ring

/-- Across every bond, the closing one included, the dressed Bloch wave gains the phase
`k - θ_j`, with `k = (2πm + Φ)/N`. -/
theorem blochState_step (θ : Fin N → ℝ) (m j : Fin N) :
    blochState θ m (j + 1) =
      Complex.exp (((momentum θ m - θ j : ℝ) : ℂ) * Complex.I) * blochState θ m j := by
  have hN : (N : ℝ) ≠ 0 := Nat.cast_ne_zero.mpr (NeZero.ne N)
  have hk : momentum θ m * N = 2 * Real.pi * ((m : ℕ) : ℝ) + flux θ := div_mul_cancel₀ _ hN
  have hv : ((j + 1 : Fin N) : ℕ) = ((j : ℕ) + 1) % N := by
    change ((j : ℕ) + 1 % N) % N = ((j : ℕ) + 1) % N
    rw [Nat.add_mod_mod]
  have key : ∃ c : ℤ, momentum θ m * (((j + 1 : Fin N) : ℕ) : ℝ) - pathPhase θ (j + 1) =
      (momentum θ m - θ j) + (momentum θ m * ((j : ℕ) : ℝ) - pathPhase θ j)
        + c * (2 * Real.pi) := by
    rcases Nat.lt_or_ge ((j : ℕ) + 1) N with h | h
    · -- an inner bond
      rw [Nat.mod_eq_of_lt h] at hv
      have hI : Finset.Iio (j + 1) = insert j (Finset.Iio j) := by
        ext l
        simp only [Finset.mem_Iio, Finset.mem_insert, Fin.lt_def, Fin.ext_iff, hv]
        omega
      have hp : pathPhase θ (j + 1) = θ j + pathPhase θ j := by
        rw [pathPhase, hI, Finset.sum_insert (by simp), pathPhase]
      refine ⟨0, ?_⟩
      rw [hv, hp]
      push_cast
      ring
    · -- the closing bond, where the wave number must fit the ring
      have hj : (j : ℕ) + 1 = N := by
        have := j.isLt
        omega
      rw [hj, Nat.mod_self] at hv
      have hI : Finset.Iio (j + 1) = ∅ := by
        ext l
        simp only [Finset.mem_Iio, Fin.lt_def, hv, Finset.notMem_empty, iff_false]
        omega
      have hU : (Finset.univ : Finset (Fin N)) = insert j (Finset.Iio j) := by
        ext l
        have := l.isLt
        simp only [Finset.mem_Iio, Finset.mem_insert, Fin.lt_def, Fin.ext_iff, Finset.mem_univ,
          true_iff]
        omega
      have hp : pathPhase θ (j + 1) = 0 := by rw [pathPhase, hI, Finset.sum_empty]
      have hf : flux θ = θ j + pathPhase θ j := by
        rw [flux, hU, Finset.sum_insert (by simp), pathPhase]
      have hj' : ((j : ℕ) : ℝ) + 1 = N := by exact_mod_cast hj
      refine ⟨-((m : ℕ) : ℤ), ?_⟩
      rw [hv, hp]
      push_cast
      linear_combination -hk - hf - momentum θ m * hj'
  obtain ⟨c, hc⟩ := key
  rw [blochState, blochState, ← Complex.exp_add, Complex.exp_eq_exp_iff_exists_int]
  refine ⟨c, ?_⟩
  rw [hc]
  push_cast
  ring

/-- For arbitrary bond phases the dressed Bloch wave solves the Schrödinger equation of the ring
with energy `-2t cos((2πm + Φ)/N)`. -/
theorem hopping_blochState (t : ℝ) (θ : Fin N → ℝ) (m : Fin N) :
    hopping t θ *ᵥ blochState θ m = (energy t θ m : ℂ) • blochState θ m := by
  funext i
  have h1 : Complex.exp (θ i * Complex.I) * blochState θ m (i + 1) =
      Complex.exp (momentum θ m * Complex.I) * blochState θ m i := by
    rw [blochState_step, ← mul_assoc, ← Complex.exp_add]
    congr 2
    push_cast
    ring
  have h2 : Complex.exp (-(θ (i - 1) * Complex.I)) * blochState θ m (i - 1) =
      Complex.exp (-(momentum θ m * Complex.I)) * blochState θ m i := by
    have h := blochState_step θ m (i - 1)
    rw [sub_add_cancel] at h
    rw [h, ← mul_assoc, ← Complex.exp_add]
    congr 2
    push_cast
    ring
  have hcos : ((Real.cos (momentum θ m) : ℝ) : ℂ) =
      (Complex.exp (momentum θ m * Complex.I) +
        Complex.exp (-(momentum θ m * Complex.I))) / 2 := by
    rw [Complex.ofReal_cos, Complex.cos, neg_mul]
  rw [hopping_mulVec, h1, h2, Pi.smul_apply, smul_eq_mul, energy, Complex.ofReal_mul, hcos]
  push_cast
  ring

/-- The dressed Bloch waves are mutually orthogonal, each with squared norm `N`. -/
theorem blochState_orthogonal (θ : Fin N → ℝ) (m n : Fin N) :
    star (blochState θ m) ⬝ᵥ blochState θ n = if m = n then (N : ℂ) else 0 := by
  have hinv : (N : ℂ) * (N : ℂ)⁻¹ = 1 := mul_inv_cancel₀ (Nat.cast_ne_zero.mpr (NeZero.ne N))
  have hs : ∀ r : ℝ, star (Complex.exp (r * Complex.I)) = Complex.exp (-(r * Complex.I)) := by
    intro r
    rw [Complex.star_def, ← Complex.exp_conj]
    simp
  obtain ⟨ω, hω⟩ : ∃ ω : ℂ, ω = Complex.exp
      (2 * Real.pi * (((n : ℕ) : ℂ) - ((m : ℕ) : ℂ)) / N * Complex.I) := ⟨_, rfl⟩
  -- the path phases cancel and a geometric sum remains
  have hterm : ∀ j : Fin N, star (blochState θ m j) * blochState θ n j = ω ^ (j : ℕ) := by
    intro j
    rw [blochState, blochState, hs, ← Complex.exp_add, hω, ← Complex.exp_nat_mul]
    congr 1
    unfold momentum
    push_cast
    ring
  simp only [dotProduct, Pi.star_apply, hterm]
  rw [Fin.sum_univ_eq_sum_range (fun j => ω ^ j) N]
  split_ifs with hmn
  · have h1 : ω = 1 := by rw [hω, hmn]; simp
    simp [h1]
  · have hpow : ω ^ N = 1 := by
      rw [hω, ← Complex.exp_nat_mul, Complex.exp_eq_one_iff]
      refine ⟨((n : ℕ) : ℤ) - ((m : ℕ) : ℤ), ?_⟩
      push_cast
      linear_combination
        2 * Real.pi * Complex.I * (((n : ℕ) : ℂ) - ((m : ℕ) : ℂ)) * hinv
    have hne : ω ≠ 1 := by
      intro h
      rw [hω, Complex.exp_eq_one_iff] at h
      obtain ⟨q, hq⟩ := h
      have h2 : (2 * Real.pi * Complex.I) *
          ((((n : ℕ) : ℂ) - ((m : ℕ) : ℂ)) - q * N) = 0 := by
        linear_combination (N : ℂ) * hq -
          2 * Real.pi * Complex.I * (((n : ℕ) : ℂ) - ((m : ℕ) : ℂ)) * hinv
      have h3 := sub_eq_zero.mp ((mul_eq_zero.mp h2).resolve_left Complex.two_pi_I_ne_zero)
      have h4 : ((n : ℕ) : ℤ) - ((m : ℕ) : ℤ) = q * (N : ℤ) := by exact_mod_cast h3
      have hm : ((m : ℕ) : ℤ) < N := by exact_mod_cast m.isLt
      have hn : ((n : ℕ) : ℤ) < N := by exact_mod_cast n.isLt
      rcases lt_trichotomy q 0 with hq0 | hq0 | hq0
      · nlinarith
      · rw [hq0, zero_mul] at h4
        exact hmn (Fin.ext (by omega))
      · nlinarith
    rw [geom_sum_eq hne, hpow, sub_self, zero_div]

/-- The secular determinant of the ring with arbitrary bond phases factorises over the energies
`-2t cos((2πm + Φ)/N)`, `m = 0, …, N-1`. -/
theorem secular_determinant (t : ℝ) (θ : Fin N → ℝ) (z : ℂ) :
    (z • (1 : Matrix (Fin N) (Fin N) ℂ) - hopping t θ).det =
      ∏ m, (z - (energy t θ m : ℂ)) := by
  have hN : (N : ℂ) ≠ 0 := Nat.cast_ne_zero.mpr (NeZero.ne N)
  let P : Matrix (Fin N) (Fin N) ℂ := Matrix.of fun j m => blochState θ m j
  -- orthogonality makes the matrix of Bloch waves invertible
  have hP : Pᴴ * P = Matrix.diagonal fun _ => (N : ℂ) := by
    ext m n
    rw [Matrix.diagonal_apply]
    exact blochState_orthogonal θ m n
  have hdet : P.det ≠ 0 := by
    intro h0
    have h := congrArg Matrix.det hP
    rw [Matrix.det_mul, h0, mul_zero, Matrix.det_diagonal] at h
    exact Finset.prod_ne_zero_iff.mpr (fun _ _ => hN) h.symm
  -- in the Bloch basis the matrix is diagonal
  have hHP : (z • (1 : Matrix (Fin N) (Fin N) ℂ) - hopping t θ) * P =
      P * Matrix.diagonal fun m => z - (energy t θ m : ℂ) := by
    ext j m
    have e : (hopping t θ * P) j m = (energy t θ m : ℂ) * P j m :=
      congrFun (hopping_blochState t θ m) j
    rw [Matrix.mul_diagonal, Matrix.sub_mul, Matrix.smul_mul, Matrix.one_mul, Matrix.sub_apply,
      Matrix.smul_apply, smul_eq_mul, e]
    ring
  have h := congrArg Matrix.det hHP
  rw [Matrix.det_mul, Matrix.det_mul, Matrix.det_diagonal, mul_comm P.det] at h
  exact mul_right_cancel₀ hdet h

/-- A number is an eigenvalue of the hopping matrix exactly when it is one of the energies
`-2t cos((2πm + Φ)/N)`. -/
theorem eigenvalue_iff (t : ℝ) (θ : Fin N → ℝ) (z : ℂ) :
    (∃ ψ : Fin N → ℂ, ψ ≠ 0 ∧ hopping t θ *ᵥ ψ = z • ψ) ↔
      ∃ m, z = (energy t θ m : ℂ) := by
  have h : (z • (1 : Matrix (Fin N) (Fin N) ℂ) - hopping t θ).det = 0 ↔
      ∃ m, z = (energy t θ m : ℂ) := by
    rw [secular_determinant, Finset.prod_eq_zero_iff]
    simp only [Finset.mem_univ, true_and, sub_eq_zero]
  rw [← h, ← Matrix.exists_mulVec_eq_zero_iff]
  refine exists_congr fun ψ => and_congr_right fun _ => ?_
  rw [Matrix.sub_mulVec, Matrix.smul_mulVec, Matrix.one_mulVec, sub_eq_zero]
  exact eq_comm

/-- For nonzero hopping `t`, the energy `-2t` occurs in the spectrum exactly when the total phase
around the ring is an integer multiple of `2π`. -/
theorem band_edge_iff (t : ℝ) (ht : t ≠ 0) (θ : Fin N → ℝ) :
    (∃ ψ : Fin N → ℂ, ψ ≠ 0 ∧ hopping t θ *ᵥ ψ = ((-2 * t : ℝ) : ℂ) • ψ) ↔
      ∃ q : ℤ, flux θ = 2 * Real.pi * q := by
  have hN : (N : ℝ) ≠ 0 := Nat.cast_ne_zero.mpr (NeZero.ne N)
  have hk : ∀ m : Fin N, momentum θ m * N = 2 * Real.pi * ((m : ℕ) : ℝ) + flux θ :=
    fun m => div_mul_cancel₀ _ hN
  rw [eigenvalue_iff]
  constructor
  · rintro ⟨m, hm⟩
    have hm' : -2 * t = -2 * t * Real.cos (momentum θ m) := Complex.ofReal_injective hm
    have hc : Real.cos (momentum θ m) = 1 := mul_left_cancel₀ ht (by linarith)
    obtain ⟨n, hn⟩ := (Real.cos_eq_one_iff _).mp hc
    refine ⟨n * N - ((m : ℕ) : ℤ), ?_⟩
    push_cast
    linear_combination -hk m - (N : ℝ) * hn
  · rintro ⟨q, hq⟩
    -- the level with m = -q modulo N has a wave number that is a multiple of 2π
    have hpos : (0 : ℤ) < N := by exact_mod_cast Nat.pos_of_ne_zero (NeZero.ne N)
    obtain ⟨r, hr⟩ := Int.eq_ofNat_of_zero_le (Int.emod_nonneg (-q) hpos.ne')
    have hlt := Int.emod_lt_of_pos (-q) hpos
    rw [hr] at hlt
    have hrN : r < N := by exact_mod_cast hlt
    obtain ⟨d, hd⟩ : ∃ d : ℤ, (r : ℤ) = -q - N * d :=
      ⟨(-q) / N, by rw [← hr, Int.emod_def]⟩
    have hd' : (r : ℝ) = -q - N * d := by exact_mod_cast hd
    have hkr : momentum θ ⟨r, hrN⟩ * N = 2 * Real.pi * (r : ℝ) + flux θ := hk ⟨r, hrN⟩
    have hc : Real.cos (momentum θ ⟨r, hrN⟩) = 1 := by
      refine (Real.cos_eq_one_iff _).mpr ⟨-d, mul_right_cancel₀ hN ?_⟩
      push_cast
      linear_combination -hkr - hq - 2 * Real.pi * hd'
    exact ⟨⟨r, hrN⟩, by rw [energy, hc, mul_one]⟩

end

end FluxRingSpectrum
```

```lean
#print axioms FluxRingSpectrum.hopping_bond
#print axioms FluxRingSpectrum.hopping_isHermitian
#print axioms FluxRingSpectrum.hopping_blochState
#print axioms FluxRingSpectrum.band_edge_iff
```

```
'FluxRingSpectrum.hopping_bond' depends on axioms: [propext, Classical.choice, Quot.sound]
'FluxRingSpectrum.hopping_isHermitian' depends on axioms: [propext, Classical.choice, Quot.sound]
'FluxRingSpectrum.hopping_blochState' depends on axioms: [propext, Classical.choice, Quot.sound]
'FluxRingSpectrum.band_edge_iff' depends on axioms: [propext, Classical.choice, Quot.sound]
```

## The ring and its energies

The sites are the elements of `Fin N`, numbered $0,\dots,N-1$. Addition is cyclic, so $j+1$ is site $0$ when $j=N-1$. The matrix `hopping t θ`, written $H$ below, has a real strength $t$ of either sign and one real phase $\theta_j$ per bond. For $N\ge 3$, `hopping_bond` confirms that $H_{j,j+1}=-te^{i\theta_j}$. With $H_{ij}=\langle i|H|j\rangle$, this is the amplitude for the hop from $j+1$ to $j$; the opposite convention reverses the sign of $\Phi$ and leaves the spectrum unchanged.

The central theorem, `secular_determinant`, states for every complex $z$ that

$$\det(z-H)=\prod_{m=0}^{N-1}(z-E_m),\qquad E_m=-2t\cos k_m,\qquad k_m=\frac{2\pi m+\Phi}{N}.$$

This gives the energies with their multiplicities. The theorem `eigenvalue_iff` says that $z$ has a nonzero eigenvector exactly when it equals some $E_m$. By `band_edge_iff`, for $t\neq0$ the energy $-2t$ occurs exactly when $\Phi$ is an integer multiple of $2\pi$.

On the triangle, $\Phi=0$ gives the levels $-2t,t,t$, while $\Phi=\pi$ gives $-t,-t,2t$.

## Magnetic flux and twisted boundaries

The phases stand for the effect of a vector potential on hopping. The name `flux` denotes the dimensionless phase $\Phi$, which for a magnetic field is $2\pi$ times the enclosed flux in units of the flux quantum $h/e$, up to sign. That a real field acts on the orbitals only through such phases is the Peierls approximation, which is assumed here. Likewise, `momentum` is the dimensionless number $k_m$; the wave below advances by $k_m-\theta_j$ across bond $j$, so $k_m$ is its phase advance per site once the bond phase is left out.

For non-interacting electrons on a finite ring, these are the orbital energies of the Hubbard model at $U=0$, and varying $\Phi$ amounts to twisting the boundary condition. The model has one orbital per site, equal site energies and equal hopping magnitudes.

The spectral theorems need only $N\ge1$, but the smallest rings have to be read with care. For $N=2$ the two bonds join the same pair of sites and their amplitudes add, so the levels are $\pm2t\cos(\Phi/2)$. With $t=1$ and zero phases the off-diagonal entry is $-2$ and not $-1$, so `hopping_bond` fails at $N=2$. For $N=1$ the single entry is $-2t\cos\theta_0$.

## A Bloch wave that absorbs the phases

Each row of $H$ has a forward and a backward term, so

$$(H\psi)_i=-t\left(e^{i\theta_i}\psi_{i+1}+e^{-i\theta_{i-1}}\psi_{i-1}\right).$$

This is `hopping_mulVec`, where the sums over sites collapse onto the two neighbours. Conjugation and transposition exchange the two terms in the definition of $H$, which gives `hopping_isHermitian`.

Let $\alpha_j=\sum_{l<j}\theta_l$ be the phase collected from site $0$ to site $j$ (`pathPhase`), and take

$$\psi^{(m)}_j=e^{i(k_mj-\alpha_j)}.$$

On an inner bond, $j$ grows by one and $\alpha_j$ by $\theta_j$, so the wave gains the factor $e^{i(k_m-\theta_j)}$. On the closing bond the new exponent is that of site $0$, namely zero. The same factor would give the phase

$$(k_m-\theta_{N-1})+k_m(N-1)-\alpha_{N-1}=Nk_m-\Phi=2\pi m,$$

which is equivalent to zero. The lemma `blochState_step` makes this same case split and supplies the integer number of turns: $0$ on an inner bond and $-m$ on the closing one.

The step rule gives $e^{i\theta_i}\psi^{(m)}_{i+1}=e^{ik_m}\psi^{(m)}_i$. Applied to the preceding bond, it gives $e^{-i\theta_{i-1}}\psi^{(m)}_{i-1}=e^{-ik_m}\psi^{(m)}_i$. These are `h1` and `h2` in `hopping_blochState`. Adding them,

$$H\psi^{(m)}=-t(e^{ik_m}+e^{-ik_m})\psi^{(m)}=-2t\cos k_m\,\psi^{(m)}.$$

## Why no level is missing

In the overlap of two such waves the path phases cancel:

$$\sum_j\overline{\psi^{(m)}_j}\,\psi^{(n)}_j=\sum_{j=0}^{N-1}\omega^j,\qquad \omega=e^{2\pi i(n-m)/N}.$$

For $m=n$ the sum is $N$. For $m\ne n$ we have $\omega^N=1$ but $\omega\ne1$, since $0<|n-m|<N$ excludes a multiple of $N$. The geometric sum $(\omega^N-1)/(\omega-1)$ is then zero. This is `blochState_orthogonal`; the normalised states are $\psi^{(m)}/\sqrt N$.

Let $P$ be the matrix with columns $\psi^{(m)}$. Then $P^\dagger P=N\mathbb 1$, so $\det P\ne0$. The eigenvalue equations together read

$$(z-H)P=P\,\mathrm{diag}(z-E_0,\dots,z-E_{N-1}).$$

Taking determinants and cancelling $\det P$ proves `secular_determinant`. A nonzero solution of $(z-H)\psi=0$ exists exactly when the determinant vanishes, that is, when one factor does; this is `eigenvalue_iff`.

## When the energy $-2t$ occurs

For $t\ne0$, $E_m=-2t$ means $\cos k_m=1$, so $k_m=2\pi n$ for some integer $n$, and therefore $\Phi=2\pi(nN-m)$. Conversely, let $\Phi=2\pi q$ with $q$ an integer. Choose $m$ as the remainder of $-q$ on division by $N$, so that $m=-q-Nd$ for an integer $d$. Then $k_m=2\pi(m+q)/N=-2\pi d$, whose cosine is $1$. The proof of `band_edge_iff` makes the same choice, with `r` for this $m$.

At $t=0$ the equivalence fails: $H$ is the zero matrix, so the energy $-2t=0$ occurs even at $\Phi=\pi$.
